# The Coulson–Jacobs integral for the difference of two sums of absolute orbital energies

## Comparing π energies without solving for the levels

To compare the total ground-state π energies of two neutral alternant conjugated hydrocarbons with the same number of carbon atoms, one can measure energies from that of a carbon $2p$ orbital, evaluate the two secular determinants at imaginary energies and integrate the logarithm of the modulus of their ratio. The individual orbital energies are never computed. In the Hückel model, where electrons do not interact and the atomic orbitals are orthonormal, the energy difference is this integral multiplied by a known constant.

Write the Hückel Hamiltonian of a molecule with $n$ carbon atoms as $H=\alpha\,\mathbf 1+\beta A$. Here $\alpha$ is the energy of an electron in a carbon $2p$ orbital, $\beta<0$ is the coupling between bonded neighbours, and $A$ is a dimensionless Hermitian matrix with eigenvalues $a_1,\dots,a_n$. The orbital energies are $\alpha+\beta a_i$, so a positive $a_i$ is a bonding level.

In an alternant hydrocarbon the carbon atoms fall into two sets, with bonds only between atoms of different sets, and the nonzero $a_i$ therefore come in pairs $\pm a$. In the ground state of the neutral molecule the $n$ π electrons fill each bonding level twice, and any that remain go into nonbonding levels. Hence

$$E_\pi=n\alpha+2\beta\sum_{a_i>0}a_i=n\alpha+\beta\sum_i|a_i| .$$

For a second such molecule of the same size, with matrix $B$ and eigenvalues $b_i$, the energy difference is $\beta\left(\sum_i|a_i|-\sum_i|b_i|\right)$. This filling rule is the step from the theorem to chemistry: the theorem concerns sums of absolute eigenvalues and contains no electrons.

## The formula and its Lean reading

For Hermitian $n\times n$ matrices $A$ and $B$,

$$\int_{-\infty}^{\infty}\log\frac{|\det(ix-A)|}{|\det(ix-B)|}\,dx=\pi\Big(\sum_i|a_i|-\sum_i|b_i|\Big),$$

and the integrand is integrable. Neither matrix has to be invertible, so molecules with nonbonding levels, such as the allyl radical, are included.

In `coulson_jacobs` the two parts of the conclusion are integrability and the value of the integral. The objects correspond to the physics as follows.

- `secularDet A z` is $\det(z-A)$. Textbooks often write $\det(A-z)$, which has the same modulus.
- `spectralEnergy hA` is $\sum_i|a_i|$, with eigenvalues repeated according to multiplicity. The title and the docstrings call the eigenvalues of a matrix its orbital energies; for the Hückel matrix $A$ these are the energies measured from $\alpha$ in units of $\beta$. The sum runs over all orbitals, occupied or not. Its argument `hA` is the proof that `A` is Hermitian, which gives access to the real eigenvalues.
- Both matrices are indexed by the same finite type `n`, which makes their sizes equal.
- The letters `α` and `β` in `integral_log_levels` denote two families of levels, not the Hückel parameters above.

The second result, `spectralEnergy_le_of_secularDet_le`, is an ordering rule. If $|\det(ix-B)|\le|\det(ix-A)|$ for every real $x$, then $\sum_i|b_i|\le\sum_i|a_i|$. Since $\beta<0$, under the filling above the molecule with matrix $A$ has a π energy no higher than that of the molecule with matrix $B$.

## The integral for one level

For a real level $a$ and $x\neq0$, compare $|ix-a|=\sqrt{x^2+a^2}$ with its value for a nonbonding level, $|ix|=|x|$:

$$\ell_a(x)=\tfrac12\log(x^2+a^2)-\log|x|=\tfrac12\log\Big(1+\frac{a^2}{x^2}\Big).$$

Since $0\le\log(1+u)\le u$ for $u\ge0$,

$$0\le\ell_a(x)\le\frac{a^2}{2x^2}.$$

If $a=0$, then $\ell_a=0$ and its integral vanishes. For $a\ne0$, set

$$F_a(x)=x\,\ell_a(x)+a\arctan(x/a).$$

The product rule gives, for $x\neq0$,

$$F_a'(x)=\ell_a(x)+x\Big(\frac{x}{x^2+a^2}-\frac1x\Big)+\frac{a^2}{x^2+a^2}=\ell_a(x),$$

because the middle term equals $-a^2/(x^2+a^2)$.

As $x\to0^+$, both $x\log(x^2+a^2)$ and $x\log x$ tend to zero, so $F_a(x)\to0$. As $x\to\infty$, the bound gives $0\le x\,\ell_a(x)\le a^2/(2x)\to0$, while $a\arctan(x/a)\to\pi|a|/2$ for either sign of $a$. Therefore

$$\int_0^\infty\ell_a(x)\,dx=\frac{\pi|a|}{2},\qquad \int_{-\infty}^{\infty}\ell_a(x)\,dx=\pi|a|,$$

where the second equality holds because $\ell_a$ is even. The integrand is non-negative, so the finite value also shows that it is integrable.

## From levels to determinants

The determinant factorises over the eigenvalues, $\det(ix-A)=\prod_i(ix-a_i)$, so

$$|\det(ix-A)|=\prod_i\sqrt{x^2+a_i^2}.$$

The same holds for $B$. For $x\ne0$ both products are positive, and

$$\log\frac{|\det(ix-A)|}{|\det(ix-B)|}=\sum_i\ell_{a_i}(x)-\sum_i\ell_{b_i}(x).$$

The reference terms, $n\log|x|$ for each matrix, cancel because the sizes agree. The single point $x=0$ does not affect the integral. Integrating the finite sums term by term gives the formula.

For the ordering rule, the assumed inequality makes the logarithm non-negative at every $x\ne0$. Its integral is then non-negative, and dividing by $\pi$ gives $\sum_i|a_i|-\sum_i|b_i|\ge0$.

## The complete Lean development

```lean
import Mathlib

open MeasureTheory Filter Topology Set

namespace CoulsonJacobs

noncomputable section

/-- The secular determinant `det (z - A)` of a Hamiltonian matrix `A` at complex energy `z`. -/
def secularDet {n : Type*} [Fintype n] [DecidableEq n] (A : Matrix n n ℂ) (z : ℂ) : ℂ :=
  (z • (1 : Matrix n n ℂ) - A).det

/-- The sum of the absolute values of the orbital energies of a Hermitian matrix. -/
def spectralEnergy {n : Type*} [Fintype n] [DecidableEq n] {A : Matrix n n ℂ}
    (hA : A.IsHermitian) : ℝ :=
  ∑ i, |hA.eigenvalues i|

/-- For `x ≠ 0`, the quantity `log |ix - a| - log |ix|`: the contribution of a level `a`
relative to a level at zero energy. -/
def levelExcess (a x : ℝ) : ℝ :=
  Real.log (x ^ 2 + a ^ 2) / 2 - Real.log |x|

/-- For `a ≠ 0` and `x ≠ 0`, the function `x (log |ix - a| - log |ix|) + a arctan (x / a)`. -/
def levelPrimitive (a x : ℝ) : ℝ :=
  x * levelExcess a x + a * Real.arctan (x / a)

/-- Away from `x = 0` the excess of a level `a` is non-negative and at most `a² / (2 x²)`. -/
theorem levelExcess_bounds (a : ℝ) {x : ℝ} (hx : x ≠ 0) :
    0 ≤ levelExcess a x ∧ levelExcess a x ≤ a ^ 2 / x ^ 2 / 2 := by
  have hx2 : 0 < x ^ 2 := by positivity
  have h0 : 0 ≤ a ^ 2 / x ^ 2 := by positivity
  have hp : x ^ 2 + a ^ 2 ≠ 0 := by positivity
  have e : levelExcess a x = Real.log (1 + a ^ 2 / x ^ 2) / 2 := by
    have h : 1 + a ^ 2 / x ^ 2 = (x ^ 2 + a ^ 2) / x ^ 2 := by
      rw [add_div, div_self hx2.ne']
    rw [h, Real.log_div hp hx2.ne', Real.log_pow, levelExcess, Real.log_abs]
    push_cast
    ring
  have hu := Real.log_le_sub_one_of_pos (show 0 < 1 + a ^ 2 / x ^ 2 by linarith)
  have hl := Real.log_nonneg (show 1 ≤ 1 + a ^ 2 / x ^ 2 by linarith)
  rw [e]
  constructor <;> linarith

/-- For `a ≠ 0` and `x ≠ 0`, the derivative of `levelPrimitive a` at `x` is the level excess. -/
theorem levelPrimitive_hasDerivAt {a x : ℝ} (ha : a ≠ 0) (hx : x ≠ 0) :
    HasDerivAt (levelPrimitive a) (levelExcess a x) x := by
  have hp : x ^ 2 + a ^ 2 ≠ 0 := by positivity
  have h1 : HasDerivAt (fun y : ℝ => y ^ 2 + a ^ 2) (2 * x) x :=
    (((hasDerivAt_id' x).fun_pow 2).add_const (a ^ 2)).congr_deriv (by simp)
  have h2 : HasDerivAt (levelExcess a) (2 * x / (x ^ 2 + a ^ 2) / 2 - x⁻¹) x := by
    have e : levelExcess a = fun y => Real.log (y ^ 2 + a ^ 2) / 2 - Real.log y := by
      funext y
      rw [levelExcess, Real.log_abs]
    rw [e]
    exact ((h1.log hp).div_const 2).fun_sub (Real.hasDerivAt_log hx)
  have h3 := ((hasDerivAt_id' x).fun_mul h2).fun_add
    ((((hasDerivAt_id' x).div_const a).arctan).const_mul a)
  refine HasDerivAt.congr_deriv (f := levelPrimitive a) h3 ?_
  -- the rational terms cancel
  have key : x * (2 * x / (x ^ 2 + a ^ 2) / 2 - x⁻¹)
      + a * (1 / (1 + (x / a) ^ 2) * (1 / a)) = 0 := by
    have e : 1 + (x / a) ^ 2 = (x ^ 2 + a ^ 2) / a ^ 2 := by
      rw [eq_div_iff (pow_ne_zero 2 ha), add_mul, div_pow,
        div_mul_cancel₀ _ (pow_ne_zero 2 ha)]
      ring
    rw [e]
    field_simp
    ring
  linear_combination key

/-- For `a ≠ 0` and large `x` the function `levelPrimitive a` tends to `|a| π / 2`. -/
theorem levelPrimitive_tendsto {a : ℝ} (ha : a ≠ 0) :
    Tendsto (levelPrimitive a) atTop (𝓝 (|a| * (Real.pi / 2))) := by
  have h1 : Tendsto (fun x => x * levelExcess a x) atTop (𝓝 0) := by
    have hlim := (tendsto_inv_atTop_zero :
      Tendsto (fun x : ℝ => x⁻¹) atTop (𝓝 0)).const_mul (a ^ 2 / 2)
    rw [mul_zero] at hlim
    refine squeeze_zero' ?_ ?_ hlim
    · filter_upwards [eventually_gt_atTop 0] with x hx
      exact mul_nonneg hx.le (levelExcess_bounds a hx.ne').1
    · filter_upwards [eventually_gt_atTop 0] with x hx
      calc x * levelExcess a x ≤ x * (a ^ 2 / x ^ 2 / 2) :=
            mul_le_mul_of_nonneg_left (levelExcess_bounds a hx.ne').2 hx.le
        _ = a ^ 2 / 2 * x⁻¹ := by field_simp
  have h2 : Tendsto (fun x => a * Real.arctan (x / a)) atTop (𝓝 (|a| * (Real.pi / 2))) := by
    have e : (fun x => a * Real.arctan (x / a)) = fun x => |a| * Real.arctan (x / |a|) := by
      funext x
      rcases abs_choice a with h | h
      · rw [h]
      · rw [h, div_neg, Real.arctan_neg, neg_mul_neg]
    have t : Tendsto (fun x : ℝ => x / |a|) atTop atTop :=
      tendsto_id.atTop_div_const (abs_pos.2 ha)
    rw [e]
    exact ((Real.tendsto_arctan_atTop.mono_right nhdsWithin_le_nhds).comp t).const_mul |a|
  have h3 := h1.add h2
  rw [zero_add] at h3
  exact h3

/-- The excess of a single level `a` is integrable over the real line, with integral `π |a|`. -/
theorem integral_levelExcess (a : ℝ) :
    Integrable (levelExcess a) ∧ ∫ x, levelExcess a x = Real.pi * |a| := by
  rcases eq_or_ne a 0 with h0 | ha
  · have e : levelExcess a = fun _ => 0 := by
      funext x
      rw [levelExcess, h0, Real.log_abs, zero_pow two_ne_zero, add_zero, Real.log_pow]
      push_cast
      ring
    rw [e, h0]
    simp
  have hc : Continuous (levelPrimitive a) := by
    have e : levelPrimitive a = fun x => x * (Real.log (x ^ 2 + a ^ 2) / 2)
        - x * Real.log x + a * Real.arctan (x / a) := by
      funext x
      rw [levelPrimitive, levelExcess, Real.log_abs, mul_sub]
    have hl : Continuous fun x : ℝ => Real.log (x ^ 2 + a ^ 2) :=
      Continuous.log (by fun_prop) (fun x => by positivity)
    have ht : Continuous fun x : ℝ => Real.arctan (x / a) :=
      Real.continuous_arctan.comp (continuous_id'.div_const a)
    rw [e]
    exact ((continuous_id'.mul (hl.div_const 2)).sub Real.continuous_mul_log).add
      (continuous_const.mul ht)
  -- the half line by the fundamental theorem of calculus, the whole line by evenness
  have hval := integral_Ioi_of_hasDerivAt_of_nonneg (a := 0) hc.continuousWithinAt
    (fun x hx => levelPrimitive_hasDerivAt ha (mem_Ioi.1 hx).ne')
    (fun x hx => (levelExcess_bounds a (mem_Ioi.1 hx).ne').1) (levelPrimitive_tendsto ha)
  have hzero : levelPrimitive a 0 = 0 := by simp [levelPrimitive]
  have heven : ∀ x, levelExcess a |x| = levelExcess a x := by
    intro x
    rw [levelExcess, levelExcess, sq_abs, abs_abs]
  have h := integral_comp_abs (f := levelExcess a)
  simp only [heven] at h
  have hint : ∫ x, levelExcess a x = Real.pi * |a| := by
    rw [h, hval, hzero]
    ring
  refine ⟨?_, hint⟩
  -- a non-integrable function would have integral zero in Mathlib
  by_contra hn
  rw [integral_undef hn] at hint
  exact (mul_pos Real.pi_pos (abs_pos.2 ha)).ne hint

/-- For two families of equally many real levels, the logarithm of the ratio of the products of
`√(x² + level²)` is integrable, with integral `π` times the difference of the absolute sums. -/
theorem integral_log_levels {ι : Type*} [Fintype ι] (α β : ι → ℝ) :
    Integrable (fun x : ℝ => Real.log
      ((∏ i, √(x ^ 2 + α i ^ 2)) / ∏ i, √(x ^ 2 + β i ^ 2))) ∧
    ∫ x : ℝ, Real.log ((∏ i, √(x ^ 2 + α i ^ 2)) / ∏ i, √(x ^ 2 + β i ^ 2))
      = Real.pi * (∑ i, |α i| - ∑ i, |β i|) := by
  have hS : ∀ γ : ι → ℝ, Integrable (fun x => ∑ i, levelExcess (γ i) x) ∧
      ∫ x, ∑ i, levelExcess (γ i) x = Real.pi * ∑ i, |γ i| := by
    intro γ
    have hi : ∀ i ∈ Finset.univ, Integrable (fun x => levelExcess (γ i) x) :=
      fun i _ => (integral_levelExcess (γ i)).1
    refine ⟨MeasureTheory.integrable_finsetSum _ hi, ?_⟩
    rw [MeasureTheory.integral_finsetSum _ hi, Finset.mul_sum]
    exact Finset.sum_congr rfl fun i _ => (integral_levelExcess (γ i)).2
  have hnull : ({0} : Set ℝ)ᶜ ∈ ae (volume : Measure ℝ) :=
    compl_mem_ae_iff.2 (measure_singleton 0)
  -- away from `x = 0` the integrand splits into single levels
  have hae : (fun x : ℝ => Real.log
      ((∏ i, √(x ^ 2 + α i ^ 2)) / ∏ i, √(x ^ 2 + β i ^ 2))) =ᵐ[volume]
      fun x => ∑ i, levelExcess (α i) x - ∑ i, levelExcess (β i) x := by
    filter_upwards [hnull] with x hx
    have hx0 : x ≠ 0 := by simpa using hx
    have hp : ∀ e : ℝ, 0 < x ^ 2 + e ^ 2 := fun e => by positivity
    have hs : ∀ e : ℝ, √(x ^ 2 + e ^ 2) ≠ 0 := fun e => (Real.sqrt_pos.2 (hp e)).ne'
    have hlog : ∀ γ : ι → ℝ, Real.log (∏ i, √(x ^ 2 + γ i ^ 2))
        = ∑ i, Real.log (x ^ 2 + γ i ^ 2) / 2 := by
      intro γ
      rw [Real.log_prod]
      · exact Finset.sum_congr rfl fun i _ => Real.log_sqrt (hp (γ i)).le
      · exact fun i _ => hs (γ i)
    rw [Real.log_div (Finset.prod_ne_zero_iff.2 fun i _ => hs (α i))
      (Finset.prod_ne_zero_iff.2 fun i _ => hs (β i)), hlog α, hlog β]
    simp only [levelExcess, Finset.sum_sub_distrib]
    ring
  refine ⟨((hS α).1.sub (hS β).1).congr hae.symm, ?_⟩
  rw [integral_congr_ae hae, integral_sub (hS α).1 (hS β).1, (hS α).2, (hS β).2, mul_sub]

variable {n : Type*} [Fintype n] [DecidableEq n] {A B : Matrix n n ℂ}

/-- At imaginary energy `ix` the modulus of the secular determinant of a Hermitian matrix is the
product of `√(x² + ε²)` over its orbital energies `ε`. -/
theorem norm_secularDet (hA : A.IsHermitian) (x : ℝ) :
    ‖secularDet A (Complex.I * x)‖ = ∏ i, √(x ^ 2 + hA.eigenvalues i ^ 2) := by
  have hf : ∀ e : ℝ, ‖Complex.I * x - (e : ℂ)‖ = √(x ^ 2 + e ^ 2) := by
    intro e
    have hs : ‖Complex.I * x - (e : ℂ)‖ ^ 2 = x ^ 2 + e ^ 2 := by
      rw [Complex.sq_norm, Complex.normSq_apply]
      simp
      ring
    rw [← hs, Real.sqrt_sq (norm_nonneg _)]
  have h : A.charpoly.eval (Complex.I * x) = secularDet A (Complex.I * x) := by
    rw [Matrix.eval_charpoly, secularDet, Matrix.scalar_apply, Matrix.smul_one_eq_diagonal]
  rw [← h, hA.charpoly_eq, Polynomial.eval_prod, norm_prod]
  refine Finset.prod_congr rfl fun i _ => ?_
  rw [Polynomial.eval_sub, Polynomial.eval_X, Polynomial.eval_C]
  generalize hA.eigenvalues i = e
  exact hf e

/-- **Coulson-Jacobs formula.** For Hermitian matrices `A` and `B` of equal size, the logarithm of
`|det (ix - A)| / |det (ix - B)|` is integrable over real `x`, and its integral is `π` times the
difference of the sums of absolute orbital energies. -/
theorem coulson_jacobs (hA : A.IsHermitian) (hB : B.IsHermitian) :
    Integrable (fun x : ℝ => Real.log
      (‖secularDet A (Complex.I * x)‖ / ‖secularDet B (Complex.I * x)‖)) ∧
    ∫ x : ℝ, Real.log (‖secularDet A (Complex.I * x)‖ / ‖secularDet B (Complex.I * x)‖)
      = Real.pi * (spectralEnergy hA - spectralEnergy hB) := by
  simp only [norm_secularDet hA, norm_secularDet hB, spectralEnergy]
  exact integral_log_levels hA.eigenvalues hB.eigenvalues

/-- If the secular determinant of a Hermitian `A` is at least that of a Hermitian `B` of equal size
in modulus at every `ix` with `x` real, then the sum of absolute orbital energies of `B` is at most
that of `A`. -/
theorem spectralEnergy_le_of_secularDet_le (hA : A.IsHermitian) (hB : B.IsHermitian)
    (h : ∀ x : ℝ, ‖secularDet B (Complex.I * x)‖ ≤ ‖secularDet A (Complex.I * x)‖) :
    spectralEnergy hB ≤ spectralEnergy hA := by
  have hlog : ∀ p q : ℝ, 0 ≤ q → q ≤ p → 0 ≤ Real.log (p / q) := by
    intro p q hq hqp
    rcases hq.eq_or_lt with h0 | hpos
    · rw [← h0, div_zero, Real.log_zero]
    · exact Real.log_nonneg ((one_le_div hpos).2 hqp)
  have h0 : 0 ≤ ∫ x : ℝ, Real.log
      (‖secularDet A (Complex.I * x)‖ / ‖secularDet B (Complex.I * x)‖) :=
    integral_nonneg fun x => hlog _ _ (norm_nonneg _) (h x)
  rw [(coulson_jacobs hA hB).2] at h0
  exact sub_nonneg.1 ((mul_nonneg_iff_of_pos_left Real.pi_pos).1 h0)

end

end CoulsonJacobs
```

```lean
#print axioms CoulsonJacobs.coulson_jacobs
-- 'CoulsonJacobs.coulson_jacobs' depends on axioms: [propext, Classical.choice, Quot.sound]
#print axioms CoulsonJacobs.spectralEnergy_le_of_secularDet_le
-- 'CoulsonJacobs.spectralEnergy_le_of_secularDet_le' depends on axioms: [propext, Classical.choice, Quot.sound]
```

## How the Lean lemmas carry out the calculation

The functions $\ell_a$ and $F_a$ are `levelExcess a` and `levelPrimitive a`. The lemma `levelExcess_bounds` rewrites the excess as half of $\log(1+a^2/x^2)$ and applies the two elementary bounds on the logarithm.

In `levelPrimitive_hasDerivAt`, the facts `h1`, `h2` and `h3` assemble the derivative by the chain and product rules. The equation `key` is the cancellation of the two rational terms, proved by `field_simp` and `ring`.

The limit at infinity is `levelPrimitive_tendsto`. Its first part squeezes $x\,\ell_a(x)$ between zero and $a^2/(2x)$. Its second part uses the oddness of the arctangent to replace $a$ by $|a|$, which treats both signs at once.

The theorem `integral_levelExcess` first disposes of $a=0$. For $a\neq0$ it proves that $F_a$ is continuous, including at the origin, where `Real.continuous_mul_log` handles $x\log x$. The fundamental theorem of calculus for a non-negative derivative, `integral_Ioi_of_hasDerivAt_of_nonneg`, then gives the half-line integral, and `integral_comp_abs` doubles it. Integrability over the whole line follows by contradiction: Mathlib assigns the integral zero to a non-integrable function, whereas the value found is $\pi|a|>0$.

In `integral_log_levels`, the statement `hS` sums the one-level result over a finite family. The statement `hae` is the splitting of the logarithm, valid almost everywhere because only $x=0$ is excluded. Integrability and the value of the integral are then transferred across this equality.

The matrices enter in `norm_secularDet`. It identifies the secular determinant with the characteristic polynomial evaluated at $ix$, factorises that polynomial with `hA.charpoly_eq`, and computes the modulus of each factor. With this product formula for both matrices, `coulson_jacobs` becomes an instance of `integral_log_levels`.

The ordering theorem proves in `hlog` that the logarithm of the ratio is non-negative, applies `integral_nonneg`, and substitutes the value from `coulson_jacobs`. The positivity of $\pi$ then leaves the inequality between the two sums.
